# Reducing a matrix element between free Dirac spinors u(k) and v(−k) to two-spinors

In the Dirac representation, take u(k) = √(E + M) (ξ, (σ·k)ξ/(E + M)) and v(k) = √(E + M) ((σ·k)η/(E + M), η), with arbitrary two-spinors ξ and η. For real `E` and `M` with E + M > 0, any real three-vector k and any 4×4 matrix Γ with 2×2 blocks A, B (upper row) and C, D (lower row), the lemma states that u†(k) Γ v(−k) = ξ† [(E + M)B − A(σ·k) + (σ·k)D − (E + M)⁻¹(σ·k)C(σ·k)] η. Here u† is the plain conjugate transpose, not the Dirac adjoint. The identity does not need the mass-shell relation k² = E² − M², under which u and v are free-particle solutions; if ξ and η also have unit norm, u and v each have squared norm 2E. The attempt first writes u† explicitly in the step `hu`, then expands the block product and finishes with `linear_combination`, using the square of √(E + M) and the cancellation of E + M with its inverse.

An attempt in Lean 4 with a fault in it:

```lean
import Mathlib

open Matrix

namespace SpinorSandwich

noncomputable section

/-- The three Pauli matrices. -/
def pauli : Fin 3 → Matrix (Fin 2) (Fin 2) ℂ :=
  ![!![0, 1; 1, 0], !![0, -Complex.I; Complex.I, 0], !![1, 0; 0, -1]]

/-- The matrix `σ·k` of a real three-vector `k`. -/
def sigmaDot (k : Fin 3 → ℝ) : Matrix (Fin 2) (Fin 2) ℂ := ∑ i, (k i : ℂ) • pauli i

/-- The particle spinor `u(k)` built on the two-spinor `ξ`, for `E + M > 0` and `k² = E² - M²`. -/
def uSpinor (M E : ℝ) (k : Fin 3 → ℝ) (ξ : Fin 2 → ℂ) : Fin 2 ⊕ Fin 2 → ℂ :=
  (Real.sqrt (E + M) : ℂ) • Sum.elim ξ (((E : ℂ) + M)⁻¹ • (sigmaDot k *ᵥ ξ))

/-- The antiparticle spinor `v(k)` built on the two-spinor `η`, for `E + M > 0` and `k² = E² - M²`.
-/
def vSpinor (M E : ℝ) (k : Fin 3 → ℝ) (η : Fin 2 → ℂ) : Fin 2 ⊕ Fin 2 → ℂ :=
  (Real.sqrt (E + M) : ℂ) • Sum.elim (((E : ℂ) + M)⁻¹ • (sigmaDot k *ᵥ η)) η

variable {F1 F2 : ℂ} {M E : ℝ} {n : Fin 3 → ℝ}

/-- For `E + M > 0`, a block matrix between `u†(k)` and `v(-k)` reduces to a matrix between the
two-spinors `ξ†` and `η`. -/
theorem spinor_sandwich (hs : 0 < E + M) (k : Fin 3 → ℝ) (ξ η : Fin 2 → ℂ)
    (A B C D : Matrix (Fin 2) (Fin 2) ℂ) :
    star (uSpinor M E k ξ) ⬝ᵥ (fromBlocks A B C D *ᵥ vSpinor M E (-k) η) =
      star ξ ⬝ᵥ ((((E : ℂ) + M) • B - A * sigmaDot k + sigmaDot k * D -
        ((E : ℂ) + M)⁻¹ • (sigmaDot k * C * sigmaDot k)) *ᵥ η) := by
  have hr : (Real.sqrt (E + M) : ℂ) * Real.sqrt (E + M) = E + M := by
    exact_mod_cast Real.mul_self_sqrt hs.le
  have hc : ((E : ℂ) + M) * ((E : ℂ) + M)⁻¹ = 1 :=
    mul_inv_cancel₀ (by exact_mod_cast hs.ne')
  have hneg : sigmaDot (-k) = -sigmaDot k := by simp [sigmaDot]
  have hH : (sigmaDot k)ᴴ = sigmaDot k := by
    ext a b
    fin_cases a <;> fin_cases b <;> apply Complex.ext <;>
      simp [sigmaDot, pauli, Fin.sum_univ_succ]
  have hu : star (uSpinor M E k ξ) = (Real.sqrt (E + M) : ℂ) •
      Sum.elim (star ξ) (((E : ℂ) + M)⁻¹ • (star ξ ᵥ* sigmaDot k)) := by
    rw [show star ξ ᵥ* sigmaDot k = star (sigmaDot k *ᵥ ξ) by rw [star_mulVec, hH]]
    ext (i | i) <;> simp [uSpinor]
  have hd : ∀ a b c d : Fin 2 → ℂ, Sum.elim a b ⬝ᵥ Sum.elim c d = a ⬝ᵥ c + b ⬝ᵥ d := by
    intro a b c d
    simp [dotProduct, Fintype.sum_sum_type]
  rw [hu, vSpinor, hneg, mulVec_smul, fromBlocks_mulVec, smul_dotProduct, dotProduct_smul]
  simp only [Sum.elim_comp_inl, Sum.elim_comp_inr, hd, smul_dotProduct, ← dotProduct_mulVec,
    mulVec_add, mulVec_smul, neg_mulVec, mulVec_neg, mulVec_mulVec, sub_mulVec, add_mulVec,
    smul_mulVec, dotProduct_add, dotProduct_sub, dotProduct_neg, dotProduct_smul, smul_eq_mul,
    smul_neg, ← Matrix.mul_assoc]
  -- the normalisation of the spinors cancels one denominator
  linear_combination (star ξ ⬝ᵥ B *ᵥ η - ((E : ℂ) + M)⁻¹ * (star ξ ⬝ᵥ (A * sigmaDot k) *ᵥ η)
    + ((E : ℂ) + M)⁻¹ * (star ξ ⬝ᵥ (sigmaDot k * D) *ᵥ η) - ((E : ℂ) + M)⁻¹ ^ 2 *
      (star ξ ⬝ᵥ (sigmaDot k * C * sigmaDot k) *ᵥ η)) * hr
    + (star ξ ⬝ᵥ (sigmaDot k * D) *ᵥ η - star ξ ⬝ᵥ (A * sigmaDot k) *ᵥ η - ((E : ℂ) + M)⁻¹ *
      (star ξ ⬝ᵥ (sigmaDot k * C * sigmaDot k) *ᵥ η)) * hc

end

end SpinorSandwich
```

Compiling this gives:

```
Main.lean:44:70: error: unsolved goals
case inr
M E : ℝ
hs : 0 < E + M
k : Fin 3 → ℝ
ξ η : Fin 2 → ℂ
A B C D : Matrix (Fin 2) (Fin 2) ℂ
hr : ↑√(E + M) * ↑√(E + M) = ↑E + ↑M
hc : (↑E + ↑M) * (↑E + ↑M)⁻¹ = 1
hneg : sigmaDot (-k) = -sigmaDot k
hH : (sigmaDot k)ᴴ = sigmaDot k
i : Fin 2
⊢ (starRingEnd ℂ)
        (![(↑E + ↑M)⁻¹ * (sigmaDot k 0 0 * ξ 0 + sigmaDot k 0 1 * ξ 1),
            (↑E + ↑M)⁻¹ * (sigmaDot k 1 0 * ξ 0 + sigmaDot k 1 1 * ξ 1)]
          i) =
      (↑E + ↑M)⁻¹ *
        (starRingEnd ℂ)
          (![sigmaDot k 0 0 * ξ 0 + sigmaDot k 0 1 * ξ 1, sigmaDot k 1 0 * ξ 0 + sigmaDot k 1 1 * ξ 1] i) ∨
    √(E + M) = 0
Main.lean:52:4: warning: This simp argument is unused:
  mulVec_add

Hint: Omit it from the simp argument list.
  [apply] simp only [Sum.elim_comp_inl, Sum.elim_comp_inr, hd, smul_dotProduct, ← dotProduct_mulVec, mulVec_smul,
    neg_mulVec, mulVec_neg, mulVec_mulVec, sub_mulVec, add_mulVec, smul_mulVec, dotProduct_add, dotProduct_sub,
    dotProduct_neg, dotProduct_smul, smul_eq_mul, smul_neg, ← Matrix.mul_assoc]

Note: This linter can be disabled with `set_option linter.unusedSimpArgs false`
```

What went wrong. The error is in `hu`, in the case `inr`, the lower two components of the spinor. There `simp` expanded the product `sigmaDot k *ᵥ ξ` into an explicit two-entry vector `![…]`. On the left the factor (E + M)⁻¹ ended up inside the entries, on the right it stayed outside the conjugation. Since the index `i` is a variable, neither vector could be reduced to a single entry, and `simp` did not bring the two sides to the same form. The alternative `√(E + M) = 0` in the goal comes from cancelling the common factor; it is false here, so the first alternative had to be proved.

The repair unfolds `uSpinor` first, so that the product is visible on both sides, and then `generalize` replaces it by an arbitrary vector `w`. With no matrix product left to expand, `simp` only has to take the conjugate of a real factor times `w i`, and it closes the goal.

The warning says that `mulVec_add` is unused in the later `simp only`; removing it is mere tidying.

Fix (accepted with no message):

```diff
@@ -43,6 +43,7 @@
   have hu : star (uSpinor M E k ξ) = (Real.sqrt (E + M) : ℂ) •
       Sum.elim (star ξ) (((E : ℂ) + M)⁻¹ • (star ξ ᵥ* sigmaDot k)) := by
-    rw [show star ξ ᵥ* sigmaDot k = star (sigmaDot k *ᵥ ξ) by rw [star_mulVec, hH]]
-    ext (i | i) <;> simp [uSpinor]
+    rw [uSpinor, show star ξ ᵥ* sigmaDot k = star (sigmaDot k *ᵥ ξ) by rw [star_mulVec, hH]]
+    generalize sigmaDot k *ᵥ ξ = w
+    ext (i | i) <;> simp
   have hd : ∀ a b c d : Fin 2 → ℂ, Sum.elim a b ⬝ᵥ Sum.elim c d = a ⬝ᵥ c + b ⬝ᵥ d := by
     intro a b c d
@@ -50,5 +51,5 @@
   rw [hu, vSpinor, hneg, mulVec_smul, fromBlocks_mulVec, smul_dotProduct, dotProduct_smul]
   simp only [Sum.elim_comp_inl, Sum.elim_comp_inr, hd, smul_dotProduct, ← dotProduct_mulVec,
-    mulVec_add, mulVec_smul, neg_mulVec, mulVec_neg, mulVec_mulVec, sub_mulVec, add_mulVec,
+    mulVec_smul, neg_mulVec, mulVec_neg, mulVec_mulVec, sub_mulVec, add_mulVec,
     smul_mulVec, dotProduct_add, dotProduct_sub, dotProduct_neg, dotProduct_smul, smul_eq_mul,
     smul_neg, ← Matrix.mul_assoc]
```
